# The unpolarised Perdew–Zunger correlation energy, matched in value and slope at r = 1, has a curvature jump there

If the high- and low-density branches of a parametrised correlation energy are joined without matching their slopes, the correlation potential built from that energy can jump at the joining density. Let $r$ be the radius, in bohr, of a sphere that holds one electron on average. For the unpolarised Perdew–Zunger parameters, matching value and slope at $r=1$ fixes the two free coefficients of the high-density branch, but the second derivative of the correlation energy per electron with respect to $r$ still jumps there, by between 0.0069 and 0.0071 with energies in hartree.

```lean
import Mathlib

open Set Filter Topology

namespace ParametrizedCorrelationEnergy

noncomputable section

/-- Low-density branch of the correlation energy per electron, as a function of the
density parameter `r`. -/
def lowDensity (g b1 b2 r : ℝ) : ℝ := g / (1 + b1 * √r + b2 * r)

/-- High-density branch of the correlation energy per electron, as a function of the
density parameter `r`. -/
def highDensity (A B C D r : ℝ) : ℝ :=
  A * Real.log r + B + C * (r * Real.log r) + D * r

/-- Two branches match when their values and their slopes agree at `r = 1`. -/
def MatchesAtOne (h l : ℝ → ℝ) : Prop := h 1 = l 1 ∧ deriv h 1 = deriv l 1

/-- The energy that follows `h` for `r < 1` and `l` for `r ≥ 1`. -/
def joined (h l : ℝ → ℝ) (r : ℝ) : ℝ := if r < 1 then h r else l r

/-- The low-density branch with the Perdew–Zunger parameters of the unpolarised gas. -/
def pzLow : ℝ → ℝ := lowDensity (-0.1423) 1.0529 0.3334

/-- The high-density branch with the Perdew–Zunger values of `A` and `B` for the
unpolarised gas, and with `C` and `D` left open. -/
def pzHigh (C D : ℝ) : ℝ → ℝ := highDensity 0.0311 (-0.048) C D

/-- Slope of the low-density branch at any positive `r`. -/
theorem lowDensity_hasDerivAt (g : ℝ) {b1 b2 r : ℝ} (h1 : 0 ≤ b1) (h2 : 0 ≤ b2)
    (hr : 0 < r) : HasDerivAt (lowDensity g b1 b2)
      (-g * (b1 / (2 * √r) + b2) / (1 + b1 * √r + b2 * r) ^ 2) r := by
  have hq : HasDerivAt (fun x : ℝ => 1 + b1 * √x + b2 * x) (b1 / (2 * √r) + b2) r :=
    ((((Real.hasDerivAt_sqrt hr.ne').const_mul b1).const_add 1).fun_add
      ((hasDerivAt_id' r).const_mul b2)).congr_deriv (by ring)
  have hpos : 0 < 1 + b1 * √r + b2 * r := by positivity
  exact ((hasDerivAt_const r g).fun_div hq hpos.ne').congr_deriv (by ring)

/-- Slope of the high-density branch at any positive `r`. -/
theorem highDensity_hasDerivAt (A B C D : ℝ) {r : ℝ} (hr : 0 < r) :
    HasDerivAt (highDensity A B C D) (A / r + C * (Real.log r + 1) + D) r := by
  have hl := Real.hasDerivAt_log hr.ne'
  exact ((((hl.const_mul A).add_const B).fun_add
    (((hasDerivAt_id' r).fun_mul hl).const_mul C)).fun_add
    ((hasDerivAt_id' r).const_mul D)).congr_deriv (by
      simp only [mul_inv_cancel₀ hr.ne']
      ring)

/-- Curvature of the low-density branch at `r = 1`. -/
theorem lowDensity_curvature (g : ℝ) {b1 b2 : ℝ} (h1 : 0 ≤ b1) (h2 : 0 ≤ b2) :
    HasDerivAt (deriv (lowDensity g b1 b2))
      (g * (2 * (b1 / 2 + b2) ^ 2 / (1 + b1 + b2) ^ 3 + b1 / 4 / (1 + b1 + b2) ^ 2)) 1 := by
  have hpos : 0 < 1 + b1 + b2 := by positivity
  have hne : 1 + b1 + b2 ≠ 0 := hpos.ne'
  have hs : HasDerivAt (fun x : ℝ => √x) (1 / 2) 1 :=
    (Real.hasDerivAt_sqrt one_ne_zero).congr_deriv (by norm_num)
  -- numerator and squared denominator of the slope
  have hn : HasDerivAt (fun x : ℝ => -g * (b1 / (2 * √x) + b2)) (g * b1 / 4) 1 :=
    ((((hasDerivAt_const (1 : ℝ) b1).fun_div (hs.const_mul (2 : ℝ))
      (by norm_num)).add_const b2).const_mul (-g)).congr_deriv (by
        simp only [Real.sqrt_one]
        ring)
  have hq : HasDerivAt (fun x : ℝ => 1 + b1 * √x + b2 * x) (b1 / 2 + b2) 1 :=
    (((hs.const_mul b1).const_add 1).fun_add
      ((hasDerivAt_id' (1 : ℝ)).const_mul b2)).congr_deriv (by ring)
  have hq2 : HasDerivAt (fun x : ℝ => (1 + b1 * √x + b2 * x) ^ 2)
      (2 * (1 + b1 + b2) * (b1 / 2 + b2)) 1 :=
    (hq.fun_pow 2).congr_deriv (by norm_num)
  have hd := hn.fun_div hq2 (by
    simp only [Real.sqrt_one, mul_one]
    exact pow_ne_zero 2 hne)
  refine (hd.congr_of_eventuallyEq ?_).congr_deriv ?_
  · filter_upwards [Ioi_mem_nhds (zero_lt_one' ℝ)] with x hx
    exact (lowDensity_hasDerivAt g h1 h2 hx).deriv
  · simp only [Real.sqrt_one, mul_one]
    field_simp
    ring

/-- Curvature of the high-density branch at `r = 1`. -/
theorem highDensity_curvature (A B C D : ℝ) :
    HasDerivAt (deriv (highDensity A B C D)) (C - A) 1 := by
  have hd : HasDerivAt (fun x : ℝ => A / x + C * (Real.log x + 1) + D) (C - A) 1 :=
    ((((hasDerivAt_const (1 : ℝ) A).fun_div (hasDerivAt_id' (1 : ℝ)) one_ne_zero).fun_add
      (((Real.hasDerivAt_log one_ne_zero).add_const 1).const_mul C)).add_const
      D).congr_deriv (by ring)
  refine hd.congr_of_eventuallyEq ?_
  filter_upwards [Ioi_mem_nhds (zero_lt_one' ℝ)] with x hx
  exact (highDensity_hasDerivAt A B C D hx).deriv

/-- The branches match at `r = 1` exactly when `C` and `D` take the given closed forms. -/
theorem matches_iff (g A B C D : ℝ) {b1 b2 : ℝ} (h1 : 0 ≤ b1) (h2 : 0 ≤ b2) :
    MatchesAtOne (highDensity A B C D) (lowDensity g b1 b2) ↔
      C = -g * (b1 / 2 + b2) / (1 + b1 + b2) ^ 2 - A - (g / (1 + b1 + b2) - B) ∧
      D = g / (1 + b1 + b2) - B := by
  unfold MatchesAtOne
  rw [(highDensity_hasDerivAt A B C D one_pos).deriv,
    (lowDensity_hasDerivAt g h1 h2 one_pos).deriv]
  simp only [highDensity, lowDensity, Real.log_one, Real.sqrt_one, mul_one, mul_zero,
    zero_add, add_zero, div_one]
  constructor
  · rintro ⟨hv, hs⟩
    constructor <;> linarith
  · rintro ⟨hC, hD⟩
    constructor <;> linarith

/-- For the Perdew–Zunger parameters exactly one pair `(C, D)` matches value and slope at
`r = 1`, and the curvature then jumps there by an amount between 0.0069 and 0.0071. -/
theorem pz_unique_match_and_curvature_jump :
    (∃! p : ℝ × ℝ, MatchesAtOne (pzHigh p.1 p.2) pzLow) ∧
    ∀ C D : ℝ, MatchesAtOne (pzHigh C D) pzLow →
      deriv (deriv pzLow) 1 - deriv (deriv (pzHigh C D)) 1 ∈ Ioo (0.0069 : ℝ) 0.0071 := by
  have key := fun C D : ℝ => matches_iff (-0.1423) 0.0311 (-0.048) C D
    (by norm_num : (0 : ℝ) ≤ 1.0529) (by norm_num : (0 : ℝ) ≤ 0.3334)
  constructor
  · refine ⟨(_, _), (key _ _).2 ⟨rfl, rfl⟩, ?_⟩
    rintro ⟨C, D⟩ h
    obtain ⟨hC, hD⟩ := (key C D).1 h
    exact Prod.ext hC hD
  · intro C D h
    obtain ⟨hC, -⟩ := (key C D).1 h
    unfold pzLow pzHigh
    rw [(lowDensity_curvature _ (by norm_num) (by norm_num)).deriv,
      (highDensity_curvature _ _ _ _).deriv, hC]
    constructor <;> norm_num

/-- The matched coefficients are `C = 0.0020` and `D = -0.0116` to four decimals. -/
theorem pz_coefficients {C D : ℝ} (h : MatchesAtOne (pzHigh C D) pzLow) :
    |C - 0.0020| < 0.00005 ∧ |D - (-0.0116)| < 0.00005 := by
  obtain ⟨hC, hD⟩ := (matches_iff (-0.1423) 0.0311 (-0.048) C D
    (by norm_num : (0 : ℝ) ≤ 1.0529) (by norm_num : (0 : ℝ) ≤ 0.3334)).1 h
  rw [hC, hD, abs_lt, abs_lt]
  refine ⟨⟨?_, ?_⟩, ⟨?_, ?_⟩⟩ <;> norm_num

/-- Two differentiable branches that match at `r = 1` join to an energy that is
differentiable there, with the common slope. -/
theorem joined_hasDerivAt {h l : ℝ → ℝ} (hm : MatchesAtOne h l)
    (hh : DifferentiableAt ℝ h 1) (hl : DifferentiableAt ℝ l 1) :
    HasDerivAt (joined h l) (deriv l 1) 1 := by
  have e1 : ∀ x ∈ Iic (1 : ℝ), joined h l x = h x := by
    intro x hx
    rcases lt_or_eq_of_le (mem_Iic.mp hx) with hx | hx
    · exact if_pos hx
    · rw [hx, hm.1]
      exact if_neg (lt_irrefl 1)
  have e2 : ∀ x ∈ Ici (1 : ℝ), joined h l x = l x :=
    fun x hx => if_neg (not_lt.mpr (mem_Ici.mp hx))
  have a := (hh.hasDerivAt.congr_deriv hm.2).hasDerivWithinAt.congr e1
    (e1 1 (mem_Iic.mpr le_rfl))
  have b := hl.hasDerivAt.hasDerivWithinAt.congr e2 (e2 1 (mem_Ici.mpr le_rfl))
  have c := a.union b
  rwa [Iic_union_Ici, hasDerivWithinAt_univ] at c

/-- The matched Perdew–Zunger correlation energy is differentiable at `r = 1`, but its
slope is not differentiable there. -/
theorem pz_not_twice_differentiable {C D : ℝ} (hm : MatchesAtOne (pzHigh C D) pzLow) :
    DifferentiableAt ℝ (joined (pzHigh C D) pzLow) 1 ∧
    ¬ DifferentiableAt ℝ (deriv (joined (pzHigh C D) pzLow)) 1 := by
  have hh : DifferentiableAt ℝ (pzHigh C D) 1 :=
    (highDensity_hasDerivAt _ _ C D one_pos).differentiableAt
  have hl : DifferentiableAt ℝ pzLow 1 :=
    (lowDensity_hasDerivAt _ (by norm_num) (by norm_num) one_pos).differentiableAt
  have hh2 : DifferentiableAt ℝ (deriv (pzHigh C D)) 1 :=
    (highDensity_curvature _ _ C D).differentiableAt
  have hl2 : DifferentiableAt ℝ (deriv pzLow) 1 :=
    (lowDensity_curvature _ (by norm_num) (by norm_num)).differentiableAt
  have hG := joined_hasDerivAt hm hh hl
  refine ⟨hG.differentiableAt, fun hd => ?_⟩
  -- on each side the slope of the joined energy is the slope of that branch
  have e1 : ∀ x ∈ Iic (1 : ℝ),
      deriv (joined (pzHigh C D) pzLow) x = deriv (pzHigh C D) x := by
    intro x hx
    rcases lt_or_eq_of_le (mem_Iic.mp hx) with hx | hx
    · apply EventuallyEq.deriv_eq
      filter_upwards [Iio_mem_nhds hx] with y hy
      exact if_pos (mem_Iio.mp hy)
    · rw [hx, hG.deriv, hm.2]
  have e2 : ∀ x ∈ Ici (1 : ℝ),
      deriv (joined (pzHigh C D) pzLow) x = deriv pzLow x := by
    intro x hx
    rcases lt_or_eq_of_le (mem_Ici.mp hx) with hx | hx
    · apply EventuallyEq.deriv_eq
      filter_upwards [Ioi_mem_nhds hx] with y hy
      exact if_neg (not_lt.mpr (le_of_lt (mem_Ioi.mp hy)))
    · rw [← hx, hG.deriv]
  -- so a second derivative would equal both one-sided curvatures
  have c1 := (uniqueDiffOn_Iic (1 : ℝ) 1 (mem_Iic.mpr le_rfl)).eq_deriv _
    hd.hasDerivAt.hasDerivWithinAt
    (hh2.hasDerivAt.hasDerivWithinAt.congr e1 (e1 1 (mem_Iic.mpr le_rfl)))
  have c2 := (uniqueDiffOn_Ici (1 : ℝ) 1 (mem_Ici.mpr le_rfl)).eq_deriv _
    hd.hasDerivAt.hasDerivWithinAt
    (hl2.hasDerivAt.hasDerivWithinAt.congr e2 (e2 1 (mem_Ici.mpr le_rfl)))
  have hj := (pz_unique_match_and_curvature_jump.2 C D hm).1
  rw [← c1, ← c2, sub_self] at hj
  norm_num at hj

end

end ParametrizedCorrelationEnergy
```

```lean
#print axioms ParametrizedCorrelationEnergy.pz_unique_match_and_curvature_jump
-- 'ParametrizedCorrelationEnergy.pz_unique_match_and_curvature_jump' depends on axioms: [propext, Classical.choice, Quot.sound]
#print axioms ParametrizedCorrelationEnergy.pz_coefficients
-- 'ParametrizedCorrelationEnergy.pz_coefficients' depends on axioms: [propext, Classical.choice, Quot.sound]
#print axioms ParametrizedCorrelationEnergy.pz_not_twice_differentiable
-- 'ParametrizedCorrelationEnergy.pz_not_twice_differentiable' depends on axioms: [propext, Classical.choice, Quot.sound]
```

## Two branches and one joining point

The variable $r>0$ is the density parameter of the uniform electron gas: the radius, in bohr, of a sphere that holds one electron on average. Energies are in hartree per electron. The branches are

$$L(r)=\frac{g}{1+b_1\sqrt r+b_2r},\qquad H(r)=A\ln r+B+C\,r\ln r+D\,r,$$

written `lowDensity` and `highDensity`. The constants $A$ and $B$ stand for the leading terms of the high-density expansion, while $g$, $b_1$ and $b_2$ come from a fit to Monte Carlo energies. The file takes all five as given; `pzLow` and `pzHigh` insert their values.

`MatchesAtOne` demands equal values and equal derivatives at $r=1$. The function `joined` follows $H$ for $r<1$ and $L$ from $r=1$ onwards.

The main theorem, `pz_unique_match_and_curvature_jump`, says that exactly one pair $(C,D)$ matches (`∃!`), and that for any matching pair $L''(1)-H''(1)$ lies in the open interval `Ioo (0.0069 : ℝ) 0.0071`. The closed forms in `matches_iff` hold for all $b_1,b_2\ge0$; the numerical bounds concern the unpolarised parameters only. Spin polarisation and the accuracy of the fit are not treated.

## Solving for the coefficients

Put $q(r)=1+b_1\sqrt r+b_2r$, which is positive because $b_1,b_2\ge0$. Then $q'=b_1/(2\sqrt r)+b_2$ and $q''=-b_1/(4r^{3/2})$, so

$$L'=-\frac{g\,q'}{q^2},\qquad L''=g\left(\frac{2q'^2}{q^3}-\frac{q''}{q^2}\right).$$

For the other branch,

$$H'=\frac Ar+C(\ln r+1)+D,\qquad H''=-\frac A{r^2}+\frac Cr.$$

At $r=1$ the logarithm vanishes, and matching reads $B+D=L(1)$ and $A+C+D=L'(1)$. Hence

$$D=L(1)-B,\qquad C=L'(1)-A-D.$$

A small instance, chosen for easy arithmetic and not as a model of the electron gas, is $g=-1$, $b_1=0$, $b_2=1$, $A=B=0$. Here $L=-1/(1+r)$, so $L(1)=-\tfrac12$ and $L'(1)=\tfrac14$, which gives $D=-\tfrac12$ and $C=\tfrac34$. The curvatures are $L''(1)=-\tfrac14$ and $H''(1)=C-A=\tfrac34$: they differ although value and slope agree.

With the Perdew–Zunger numbers, $q(1)=2.3863$, $L(1)\approx-0.05963$ and $L'(1)\approx0.02149$. Therefore $D\approx-0.01163$ and $C\approx0.00202$, in agreement with the rounded values in `pz_coefficients`. The curvatures are $L''(1)\approx-0.02206$ and $H''(1)\approx-0.02908$, with difference $0.00702$.

In Lean, `lowDensity_hasDerivAt` and `highDensity_hasDerivAt` supply the slopes and the two `_curvature` lemmas differentiate them again at 1. `matches_iff` solves the linear system with `linarith`, and `norm_num` checks the numerical bounds.

## Differentiable once, but not twice

Matching makes the left and right derivatives of the joined energy equal, so it is differentiable at 1. `joined_hasDerivAt` proves this by uniting the derivatives on $(-\infty,1]$ and $[1,\infty)$. It assumes that both branches are differentiable at 1, since Lean's `deriv` returns 0 where no derivative exists.

The slope condition matters: $h(r)=0$ and $l(r)=r-1$ agree in value at 1, but their slopes are 0 and 1, and the joined function has a kink.

In `pz_not_twice_differentiable`, the slope of the joined energy equals $H'$ on the left and $L'$ on the right, including at 1. If that slope had a derivative at 1, uniqueness of one-sided derivatives would make it equal to both $H''(1)$ and $L''(1)$. Their difference would be zero, yet it exceeds 0.0069.

In a local-density calculation that uses this unpolarised fit with the exactly matched $C$ and $D$, the correlation potential $\varepsilon-\tfrac r3\varepsilon'$, where $\varepsilon$ is the joined energy, is therefore continuous at $r=1$, while quantities that need $\varepsilon''$, such as the local exchange-correlation kernel, inherit a small jump from the parametrisation. If $C$ and $D$ are rounded to four decimals, value and slope match only approximately, and the potential itself has a jump of about $3\cdot10^{-5}$ hartree.
